# Laguerre recurrences and the band structure they give in one perimetric coordinate

## Which relations keep a perimetric basis sparse?

Should a Laguerre polynomial be a function on the half-line or a formal polynomial with real coefficients? I would choose the formal polynomial, given by its explicit sum

$$L_n(x)=\sum_{k=0}^{n}(-1)^k\binom nk\frac{x^k}{k!},$$

because the relations I care about are then identities between finite lists of coefficients.

They come from Pekeris's treatment of two-electron atoms. For S states, the Schrödinger equation cleared of its denominators has polynomial coefficients in the three perimetric coordinates. These are positive multiples of $r_2+r_{12}-r_1$, $r_1+r_{12}-r_2$ and $r_1+r_2-r_{12}$, where $r_1,r_2$ are the distances of the electrons from the nucleus and $r_{12}$ is the distance between them; by the triangle inequality none is negative. The basis functions are products of factors $e^{-x/2}L_n(x)$, one per coordinate. The matrix is said to be sparse because, for $n\ge 1$,

$$xL_n=-(n+1)L_{n+1}+(2n+1)L_n-nL_{n-1},$$
$$xL_n'=n(L_n-L_{n-1}),\qquad xL_n''+(1-x)L_n'+nL_n=0.$$

I would like to see these derived without gaps and checked by a proof assistant, together with some statement of the sparsity itself.

## Coefficient identities, and the bands that follow

All three relations hold for every $n\ge 0$ if $nL_{n-1}$ is read as zero at $n=0$. For a single coordinate, they also give two band statements: $x^pL_n$ involves only $L_k$ with $|k-n|\le p$, and $\frac{d}{dx}x\frac{d}{dx}$ couples $f_n(x)=e^{-x/2}L_n(x)$ only to itself and its nearest neighbours.

### From binomials to the three relations

Write $c_{n,k}=(-1)^k\binom nk/k!$ for the coefficient of $x^k$ in $L_n$; it vanishes for $k>n$. Two binomial identities are needed besides Pascal's rule:

$$n\binom{n-1}{k}=(n-k)\binom nk,\qquad (k+1)\binom{n}{k+1}=(n-k)\binom nk .$$

For $k\le n$, the first counts the ways to choose $k$ objects out of $n$ and mark one that was not chosen. The second counts the ways to choose $k+1$ objects and mark one of them. For $k>n$ all terms vanish. Inserting signs and factorials, and using $(k+1)/(k+1)!=1/k!$, gives

$$\text{(A)}\quad n\,c_{n-1,k}=(n-k)\,c_{n,k},$$
$$\text{(B)}\quad (k+1)^2c_{n,k+1}=-(n-k)\,c_{n,k},$$
$$\text{(P)}\quad (k+1)(c_{n+1,k+1}-c_{n,k+1})=-c_{n,k},$$

where (P) is Pascal's rule $\binom{n+1}{k+1}=\binom nk+\binom n{k+1}$.

**Three-term recurrence.** The constant terms agree, since $0=-(n+1)+(2n+1)-n$. The coefficient of $x^{k+1}$ on the right is, by (A) at $k+1$,

$$-(n+1)c_{n+1,k+1}+(2n+1)c_{n,k+1}-(n-k-1)c_{n,k+1}$$
$$=-(n+1)(c_{n+1,k+1}-c_{n,k+1})+(k+1)c_{n,k+1}.$$

Multiplied by $k+1$, this becomes $(n+1)c_{n,k}-(n-k)c_{n,k}=(k+1)c_{n,k}$ by (P) and (B). Dividing by $k+1$ leaves $c_{n,k}$, the coefficient of $x^{k+1}$ in $xL_n$.

**Derivative relation.** Both constant terms are zero. At $x^{k+1}$ the right side gives $nc_{n,k+1}-(n-k-1)c_{n,k+1}=(k+1)c_{n,k+1}$, which is the coefficient in $xL_n'$.

**Laguerre's equation.** The coefficient of $x^k$ in $(xL_n')'$ is $(k+1)^2c_{n,k+1}$. By (B) and (A) it equals $-nc_{n-1,k}$, so

$$(xL_n')'=xL_n''+L_n'=-nL_{n-1}.$$

Subtracting $xL_n'=nL_n-nL_{n-1}$ gives $xL_n''+(1-x)L_n'=-nL_n$.

### From the relations to the bands

For powers of $x$, use induction on $p$. The case $p=0$ is $L_n$ itself. Next, $x^{p+1}L_n=x^p(xL_n)$ is a combination of $x^pL_m$ with $|m-n|\le1$. Each of these involves only $L_k$ with $|k-m|\le p$, hence $|k-n|\le p+1$.

For the differential operator, the product rule gives $xf_n'=e^{-x/2}(xL_n'-\tfrac12xL_n)$. Differentiating again,

$$(xf_n')'=e^{-x/2}\Big[(xL_n')'-\tfrac12(L_n+xL_n')-\tfrac12xL_n'+\tfrac14xL_n\Big]$$
$$=e^{-x/2}\Big[-nL_{n-1}-\tfrac12L_n-xL_n'+\tfrac14xL_n\Big].$$

The derivative relation replaces $-xL_n'$ by $-nL_n+nL_{n-1}$, which cancels the first term. The recurrence then replaces $\tfrac14xL_n$, and the result is

$$(xf_n')'=-\tfrac{n+1}{4}f_{n+1}-\tfrac{2n+1}{4}f_n-\tfrac n4f_{n-1}.$$

The exponential is easily lost here. On the bare polynomials the operator gives only $-nL_{n-1}$, and carrying that over to $f_n$ would make $(xf_0')'$ vanish. In fact $f_0=e^{-x/2}$ gives $(xf_0')'=e^{-x/2}(\tfrac x4-\tfrac12)$, which is $-\tfrac14f_1-\tfrac14f_0$.

### The Lean file

```lean
import Mathlib

open Polynomial

namespace PekerisLaguerre

/-- The Laguerre polynomial `L_n(x) = ∑_{k ≤ n} (-1)^k C(n,k) x^k / k!`. -/
noncomputable def laguerre (n : ℕ) : ℝ[X] :=
  ∑ k ∈ Finset.range (n + 1),
    C ((-1) ^ k * (n.choose k : ℝ) / (k.factorial : ℝ)) * X ^ k

/-- The basis function `f_n(x) = exp(-x/2) L_n(x)` of one perimetric coordinate. -/
noncomputable def laguerreFunction (n : ℕ) (x : ℝ) : ℝ :=
  Real.exp (-x / 2) * (laguerre n).eval x

/-- The coefficient of `x^k` in `L_n` is `(-1)^k C(n,k) / k!`, for every `k`. -/
theorem coeff_laguerre (n k : ℕ) :
    (laguerre n).coeff k = (-1) ^ k * (n.choose k : ℝ) / (k.factorial : ℝ) := by
  simp only [laguerre, Polynomial.finsetSum_coeff, coeff_C_mul, coeff_X_pow, mul_ite, mul_one,
    mul_zero, Finset.sum_ite_eq, Finset.mem_range]
  split_ifs with h
  · rfl
  · rw [Nat.choose_eq_zero_of_lt (by omega)]
    simp

/-- Lowering the degree: the `x^k` coefficients of `n L_(n-1)` and `L_n` differ by the
factor `n - k`. -/
theorem coeff_lower (n k : ℕ) :
    (n : ℝ) * (laguerre (n - 1)).coeff k = ((n : ℝ) - k) * (laguerre n).coeff k := by
  have h : (n : ℝ) * ((n - 1).choose k : ℝ) = ((n : ℝ) - k) * (n.choose k : ℝ) := by
    rcases n with _ | n
    · rcases k with _ | k <;> simp
    · rcases k with _ | k
      · simp
      · have h1 : ((n : ℝ) + 1) * (n.choose k : ℝ)
            = ((n + 1).choose (k + 1) : ℝ) * ((k : ℝ) + 1) := by
          exact_mod_cast Nat.add_one_mul_choose_eq n k
        have h2 : ((n + 1).choose (k + 1) : ℝ) = n.choose k + n.choose (k + 1) := by
          exact_mod_cast Nat.choose_succ_succ' n k
        rw [Nat.add_sub_cancel]
        push_cast
        linear_combination (-((n : ℝ) + 1)) * h2 - h1
  rw [coeff_laguerre, coeff_laguerre]
  linear_combination ((-1) ^ k / (k.factorial : ℝ)) * h

/-- The two-term recursion between successive coefficients of `L_n`. -/
theorem coeff_succ (n k : ℕ) :
    ((k : ℝ) + 1) ^ 2 * (laguerre n).coeff (k + 1)
      = -(((n : ℝ) - k) * (laguerre n).coeff k) := by
  have h1 : ((n : ℝ) + 1) * (n.choose k : ℝ)
      = ((n + 1).choose (k + 1) : ℝ) * ((k : ℝ) + 1) := by
    exact_mod_cast Nat.add_one_mul_choose_eq n k
  have h2 : ((n + 1).choose (k + 1) : ℝ) = n.choose k + n.choose (k + 1) := by
    exact_mod_cast Nat.choose_succ_succ' n k
  have h : ((k : ℝ) + 1) * (n.choose (k + 1) : ℝ) = ((n : ℝ) - k) * (n.choose k : ℝ) := by
    linear_combination -h1 - ((k : ℝ) + 1) * h2
  have hi : ((k : ℝ) + 1) * ((k + 1).factorial : ℝ)⁻¹ = (k.factorial : ℝ)⁻¹ := by
    rw [Nat.factorial_succ]
    push_cast
    field_simp
  rw [coeff_laguerre, coeff_laguerre]
  linear_combination (-(-1) ^ k * ((k : ℝ) + 1) * (n.choose (k + 1) : ℝ)) * hi
    - ((-1) ^ k * (k.factorial : ℝ)⁻¹) * h

/-- Pascal's rule, written for the coefficients of `L_(n+1)` and `L_n`. -/
theorem coeff_pascal (n k : ℕ) :
    ((k : ℝ) + 1) * ((laguerre (n + 1)).coeff (k + 1) - (laguerre n).coeff (k + 1))
      = -(laguerre n).coeff k := by
  have h2 : ((n + 1).choose (k + 1) : ℝ) = n.choose k + n.choose (k + 1) := by
    exact_mod_cast Nat.choose_succ_succ' n k
  have hi : ((k : ℝ) + 1) * ((k + 1).factorial : ℝ)⁻¹ = (k.factorial : ℝ)⁻¹ := by
    rw [Nat.factorial_succ]
    push_cast
    field_simp
  rw [coeff_laguerre, coeff_laguerre, coeff_laguerre]
  linear_combination (-(-1) ^ k * ((k : ℝ) + 1) * ((k + 1).factorial : ℝ)⁻¹) * h2
    - ((-1) ^ k * (n.choose k : ℝ)) * hi

/-- Three-term recurrence: `x L_n = -(n+1) L_(n+1) + (2n+1) L_n - n L_(n-1)`, where the
last term is absent for `n = 0`. -/
theorem X_mul_laguerre (n : ℕ) :
    X * laguerre n = -(C ((n : ℝ) + 1) * laguerre (n + 1))
      + C (2 * (n : ℝ) + 1) * laguerre n - C (n : ℝ) * laguerre (n - 1) := by
  ext k
  simp only [coeff_sub, coeff_add, coeff_neg, coeff_C_mul]
  rcases k with _ | k
  · rw [coeff_X_mul_zero]
    simp only [coeff_laguerre, pow_zero, Nat.choose_zero_right, Nat.factorial_zero,
      Nat.cast_one]
    ring
  · rw [coeff_X_mul]
    have hA := coeff_lower n (k + 1)
    push_cast at hA
    have hk : (k : ℝ) + 1 ≠ 0 := by positivity
    -- after multiplication by k + 1 the claim is linear in the coefficient relations
    apply mul_left_cancel₀ hk
    linear_combination ((k : ℝ) + 1) * hA + ((n : ℝ) + 1) * coeff_pascal n k
      - coeff_succ n k

/-- Derivative relation: `x L_n' = n (L_n - L_(n-1))`, both sides being zero for `n = 0`. -/
theorem X_mul_derivative_laguerre (n : ℕ) :
    X * derivative (laguerre n) = C (n : ℝ) * (laguerre n - laguerre (n - 1)) := by
  ext k
  simp only [coeff_sub, coeff_C_mul]
  rcases k with _ | k
  · rw [coeff_X_mul_zero]
    simp only [coeff_laguerre, pow_zero, Nat.choose_zero_right]
    ring
  · rw [coeff_X_mul, coeff_derivative]
    have hA := coeff_lower n (k + 1)
    push_cast at hA
    linear_combination hA

/-- The operator `d/dx (x d/dx)` lowers the degree by one: `(x L_n')' = -n L_(n-1)`, both
sides being zero for `n = 0`. -/
theorem derivative_X_mul_derivative (n : ℕ) :
    derivative (X * derivative (laguerre n)) = -(C (n : ℝ) * laguerre (n - 1)) := by
  ext k
  rw [coeff_derivative, coeff_X_mul, coeff_derivative, coeff_neg, coeff_C_mul]
  linear_combination coeff_succ n k + coeff_lower n k

/-- Laguerre's differential equation: `x L_n'' + (1 - x) L_n' + n L_n = 0`. -/
theorem laguerre_equation (n : ℕ) :
    X * derivative (derivative (laguerre n)) + (1 - X) * derivative (laguerre n)
      + C (n : ℝ) * laguerre n = 0 := by
  have h := derivative_X_mul_derivative n
  rw [derivative_mul, derivative_X, one_mul] at h
  linear_combination h - X_mul_derivative_laguerre n

/-- Band structure: `x^p L_n` is a linear combination of those `L_k` with `|k - n| ≤ p`. -/
theorem X_pow_mul_laguerre_mem_band (p n : ℕ) :
    X ^ p * laguerre n ∈
      Submodule.span ℝ (laguerre '' {k | n ≤ k + p ∧ k ≤ n + p}) := by
  induction p generalizing n with
  | zero =>
    rw [pow_zero, one_mul]
    exact Submodule.subset_span ⟨n, ⟨by omega, by omega⟩, rfl⟩
  | succ p ih =>
    -- the band of a neighbour m of n lies in the next wider band of n
    have near : ∀ m, m ≤ n + 1 → n ≤ m + 1 → X ^ p * laguerre m ∈
        Submodule.span ℝ (laguerre '' {k | n ≤ k + (p + 1) ∧ k ≤ n + (p + 1)}) := by
      intro m h1 h2
      refine Submodule.span_mono ?_ (ih m)
      rintro _ ⟨k, ⟨h3, h4⟩, rfl⟩
      exact ⟨k, ⟨by omega, by omega⟩, rfl⟩
    have e : X ^ (p + 1) * laguerre n
        = -(((n : ℝ) + 1) • (X ^ p * laguerre (n + 1)))
          + (2 * (n : ℝ) + 1) • (X ^ p * laguerre n)
          - (n : ℝ) • (X ^ p * laguerre (n - 1)) := by
      simp only [smul_eq_C_mul]
      linear_combination X ^ p * X_mul_laguerre n
    rw [e]
    exact Submodule.sub_mem _ (Submodule.add_mem _
      (Submodule.neg_mem _ (Submodule.smul_mem _ _ (near _ (by omega) (by omega))))
      (Submodule.smul_mem _ _ (near _ (by omega) (by omega))))
      (Submodule.smul_mem _ _ (near _ (by omega) (by omega)))

/-- The operator `d/dx (x d/dx)` is tridiagonal on the functions `f_n = exp(-x/2) L_n`:
`(x f_n')' = -(n+1)/4 f_(n+1) - (2n+1)/4 f_n - n/4 f_(n-1)`, where the last term is absent
for `n = 0`. -/
theorem laguerreFunction_tridiagonal (n : ℕ) (x : ℝ) :
    HasDerivAt (fun y => y * deriv (laguerreFunction n) y)
      (-(((n : ℝ) + 1) / 4 * laguerreFunction (n + 1) x)
        - (2 * (n : ℝ) + 1) / 4 * laguerreFunction n x
        - (n : ℝ) / 4 * laguerreFunction (n - 1) x) x := by
  -- product rule for exp(-y/2) times a polynomial
  have key : ∀ (p : ℝ[X]) (y : ℝ), HasDerivAt (fun z => Real.exp (-z / 2) * p.eval z)
      (Real.exp (-y / 2) * ((derivative p).eval y - p.eval y / 2)) y := by
    intro p y
    have h1 : HasDerivAt (fun z : ℝ => -z / 2) (-1 / 2) y :=
      (hasDerivAt_id' y).fun_neg.div_const 2
    exact (h1.exp.fun_mul (p.hasDerivAt y)).congr_deriv (by ring)
  have hfun : (fun y => y * deriv (laguerreFunction n) y) = fun y => Real.exp (-y / 2) *
      (X * derivative (laguerre n) - C (1 / 2 : ℝ) * (X * laguerre n)).eval y := by
    funext y
    have h : deriv (laguerreFunction n) y = _ := (key (laguerre n) y).deriv
    rw [h]
    simp only [eval_sub, eval_mul, eval_X, eval_C]
    ring
  have e1 := congrArg (eval x) (X_mul_laguerre n)
  have e2 := congrArg (eval x) (X_mul_derivative_laguerre n)
  have e4 : derivative (X * laguerre n) = laguerre n + X * derivative (laguerre n) := by
    rw [derivative_mul, derivative_X, one_mul]
  rw [hfun]
  refine (key _ x).congr_deriv ?_
  rw [derivative_sub, derivative_C_mul, e4, derivative_X_mul_derivative]
  simp only [eval_sub, eval_add, eval_neg, eval_mul, eval_X, eval_C] at e1 e2
  simp only [laguerreFunction, eval_sub, eval_add, eval_neg, eval_mul, eval_X, eval_C]
  -- the derivative relation and the three-term recurrence remove x L_n' and x L_n
  linear_combination Real.exp (-x / 2) * (e1 / 4 - e2)

end PekerisLaguerre
```

```lean
#print axioms PekerisLaguerre.laguerre_equation
#print axioms PekerisLaguerre.X_pow_mul_laguerre_mem_band
#print axioms PekerisLaguerre.laguerreFunction_tridiagonal
```

```
'PekerisLaguerre.laguerre_equation' depends on axioms: [propext, Classical.choice, Quot.sound]
'PekerisLaguerre.X_pow_mul_laguerre_mem_band' depends on axioms: [propext, Classical.choice, Quot.sound]
'PekerisLaguerre.laguerreFunction_tridiagonal' depends on axioms: [propext, Classical.choice, Quot.sound]
```

### What the theorems say

`laguerre n` is an element of `ℝ[X]`, the polynomials with real coefficients. There `X` is the coordinate, `C a` is the constant polynomial $a$, and `derivative` is the algebraic derivative. The normalisation is $L_n(0)=1$. For the other common convention, $n!\,L_n$, the recurrence has different coefficients.

The three relations are `X_mul_laguerre`, `X_mul_derivative_laguerre` and `laguerre_equation`. They have no hypothesis on `n`. Subtraction of natural numbers stops at zero, so `laguerre (n - 1)` at `n = 0` is $L_0$, but its factor `(n : ℝ)` is zero.

`X_pow_mul_laguerre_mem_band` states that $x^pL_n$ lies in the real linear span of the $L_k$ whose index satisfies `n ≤ k + p ∧ k ≤ n + p`, which is $|k-n|\le p$ written without subtraction. It bounds the width of the band and does not give the entries.

`laguerreFunction n` is $f_n$ as a real function. The coordinate is taken to be scaled so that the factor decays as $e^{-x/2}$; the product of two such factors then carries the Laguerre weight $e^{-x}$. In `laguerreFunction_tridiagonal`, `HasDerivAt` says that $y\mapsto y f_n'(y)$ is differentiable at $x$ with the stated derivative. The theorem holds for all real $x$, although a perimetric coordinate is never negative.

These are expansions in a basis, for one coordinate. The file contains no integrals, no orthogonality, no product of three factors and no two-electron Hamiltonian. In a variational calculation on a two-electron atom, such expansions, together with the orthogonality of the $f_n$ on $x\ge 0$, limit which basis functions can be connected by $x^p$ and $\frac{d}{dx}x\frac{d}{dx}$ in one coordinate (the derivative $\frac{d}{dx}$ alone has no such band, since it takes $f_n$ to a combination of $f_n$ and all lower $f_k$); the count of nonzero elements in Pekeris's full matrix needs the Hamiltonian as well.

The polynomials could also have been defined by $L_0=1$, $L_1=1-x$ and the three-term recurrence solved for $L_{n+1}$. The first relation would then hold almost by definition, while the explicit coefficients could be proved by an induction over two preceding indices, after which the derivative relation follows as above.

### How Lean checks the steps

`coeff_laguerre` reads $c_{n,k}$ off the sum for every $k$, using that the binomial vanishes beyond $n$. `coeff_lower`, `coeff_succ` and `coeff_pascal` are (A), (B) and (P). Their binomial parts come from Pascal's rule and Mathlib's identity $(n+1)\binom nk=\binom{n+1}{k+1}(k+1)$, in place of the counting arguments. The proof of `coeff_lower` splits off $n=0$ and $k=0$, where a predecessor would be missing.

In the proofs of the recurrence and the derivative relation, `ext k` turns equality of polynomials into equality of coefficients, and a case split separates the constant term from $x^{k+1}$. The tactic `linear_combination` then verifies that the goal follows from the named equations with the given multipliers. For the recurrence, `mul_left_cancel₀` first multiplies the claim by $k+1$, and the multipliers are $k+1$ for (A), $n+1$ for (P) and $-1$ for (B), as in the derivation.

`derivative_X_mul_derivative` is $(xL_n')'=-nL_{n-1}$, obtained by adding (B) and (A). The proof of `laguerre_equation` expands the left side of that identity by the product rule and subtracts the derivative relation.

The band theorem is the induction on $p$, with `n` left general so that the hypothesis applies to the neighbours. The auxiliary statement `near` places the band of a neighbour $m$ inside the wider band of $n$, and `e` is the recurrence multiplied by $x^p$.

In the last theorem, `key` is the product rule for $e^{-y/2}$ times any polynomial. It is used twice: `hfun` computes the inner derivative and writes $yf_n'(y)$ again as an exponential times a polynomial, and a second application differentiates that. The equations `e1` and `e2` are the recurrence and the derivative relation evaluated at $x$. The closing combination $e^{-x/2}(\tfrac14\,$`e1`$\,-\,$`e2`$)$ makes the same two replacements as the derivation above.
